# For a system with finitely many levels in thermal equilibrium at positive temperature, the Matsubara susceptibility of a Hermitian observable is non-negative and non-increasing in n = 0, 1, 2, …

Let the Hamiltonian $H$ have real levels $E_m$, with $m$ in a finite index set `ι`, and write all matrices in its energy basis. With $\hbar=1$ and inverse temperature $\beta=1/(k_BT)$, the Gibbs weights, bosonic frequencies, correlation function and susceptibility of an observable $A$ are

$$p_m=\frac{e^{-\beta E_m}}{\sum_k e^{-\beta E_k}},\qquad \omega_n=\frac{2\pi n}{\beta},$$
$$C(\tau)=\mathrm{Tr}\left(\rho\,e^{\tau H}Ae^{-\tau H}A\right),\qquad \chi_n=\int_0^\beta e^{i\omega_n\tau}C(\tau)\,d\tau,$$

where $\rho=\mathrm{diag}(p_m)$. The squared mean of $A$ is not subtracted; to include the subtraction, apply the result to $A-\langle A\rangle$. For one energy difference $\Delta$, put $K_n(\Delta)=\int_0^\beta\cos(\omega_n\tau)e^{\tau\Delta}d\tau$.

In Lean these are `gibbs`, `freq`, `correlation`, `susceptibility` and `pairTransform`. The index `n : ℕ` covers only non-negative frequencies. The matrix `hamiltonian` appears only in the commutation conditions, because `correlation` writes its diagonal exponentials directly.

```lean
import Mathlib

open Matrix Finset

namespace BosonicSusceptibility

noncomputable section

variable {ι : Type*} [Fintype ι] [DecidableEq ι]

/-- The Hamiltonian in its energy basis, with real levels `E m`. -/
def hamiltonian (E : ι → ℝ) : Matrix ι ι ℂ := diagonal fun m => (E m : ℂ)

/-- The Gibbs weight of level `m` at inverse temperature `β`. -/
def gibbs (β : ℝ) (E : ι → ℝ) (m : ι) : ℝ :=
  Real.exp (-β * E m) / ∑ k, Real.exp (-β * E k)

/-- The bosonic Matsubara frequency `2πn/β`. -/
def freq (β : ℝ) (n : ℕ) : ℝ := 2 * Real.pi * n / β

/-- The imaginary-time correlation function `Tr (ρ exp(τH) A exp(-τH) A)`,
written in the energy basis. -/
def correlation (β : ℝ) (E : ι → ℝ) (A : Matrix ι ι ℂ) (τ : ℝ) : ℂ :=
  trace (diagonal (fun m => (gibbs β E m : ℂ)) *
    (diagonal (fun m => (Real.exp (τ * E m) : ℂ)) * A *
      diagonal (fun m => (Real.exp (-(τ * E m)) : ℂ))) * A)

/-- The Matsubara susceptibility: the Fourier integral of the correlation function over
`[0, β]`, without subtraction of the squared mean of `A`. -/
def susceptibility (β : ℝ) (E : ι → ℝ) (A : Matrix ι ι ℂ) (n : ℕ) : ℂ :=
  ∫ τ in (0 : ℝ)..β, Complex.exp (((freq β n * τ : ℝ) : ℂ) * Complex.I) * correlation β E A τ

/-- The cosine transform of `exp(τΔ)` for one pair of levels with energy difference `Δ`. -/
def pairTransform (β Δ : ℝ) (n : ℕ) : ℝ :=
  ∫ τ in (0 : ℝ)..β, Real.cos (freq β n * τ) * Real.exp (τ * Δ)
```

Interactions are allowed, since $H$ may be any finite Hermitian matrix once diagonalised. For such finite models, the result gives a sign and ordering check on susceptibilities from exact diagonalisation, or from imaginary-time simulation within its statistical and discretisation errors. Infinite-dimensional spaces and the thermodynamic limit are not covered.

## Hermitian A: squared matrix elements

The hypothesis `A.IsHermitian` says that $A$ is an observable, so $A_{km}=\overline{A_{mk}}$. Expanding the trace gives

$$C(\tau)=\sum_{m,k}p_m e^{\tau E_m}A_{mk}e^{-\tau E_k}A_{km}=\sum_{m,k}p_m|A_{mk}|^2e^{\tau(E_m-E_k)}.$$

In the proof, `hn` supplies the squared modulus and `he` combines the exponentials. Without Hermiticity the sign can fail: $A=i\mathbb 1$ on a non-empty system gives $\chi_0=-\beta$.

```lean
/-- Lehmann form of the correlation function of a Hermitian observable. -/
theorem correlation_lehmann (β : ℝ) (E : ι → ℝ) {A : Matrix ι ι ℂ} (hA : A.IsHermitian)
    (τ : ℝ) : correlation β E A τ =
      ((∑ m, ∑ k, gibbs β E m * ‖A m k‖ ^ 2 * Real.exp (τ * (E m - E k)) : ℝ) : ℂ) := by
  simp only [correlation, Matrix.trace, Matrix.diag_apply, Complex.ofReal_sum]
  refine Finset.sum_congr rfl fun m _ => ?_
  rw [Matrix.mul_apply]
  refine Finset.sum_congr rfl fun k _ => ?_
  rw [Matrix.diagonal_mul, Matrix.mul_diagonal, Matrix.diagonal_mul]
  -- Hermiticity turns the product of matrix elements into a squared modulus
  have hn : A m k * A k m = ((‖A m k‖ ^ 2 : ℝ) : ℂ) := by
    have h : A k m = star (A m k) := (hA.apply k m).symm
    rw [h, Complex.star_def, Complex.mul_conj, Complex.normSq_eq_norm_sq]
  have he : Real.exp (τ * (E m - E k)) = Real.exp (τ * E m) * Real.exp (-(τ * E k)) := by
    rw [← Real.exp_add]
    congr 1
    ring
  rw [he]
  simp only [Complex.ofReal_mul]
  linear_combination ((gibbs β E m : ℂ) * (Real.exp (τ * E m) : ℂ) *
    (Real.exp (-(τ * E k)) : ℂ)) * hn
```

## Positive β and bosonic frequencies: the sign of each pair

The hypothesis `0 < β` means a finite positive temperature. With $\omega=\omega_n$, differentiation gives

$$\frac{d}{d\tau}\left[e^{\tau\Delta}(\Delta\cos\omega\tau+\omega\sin\omega\tau)\right]=(\Delta^2+\omega^2)\cos(\omega\tau)e^{\tau\Delta},$$
$$\frac{d}{d\tau}\left[e^{\tau\Delta}(\Delta\sin\omega\tau-\omega\cos\omega\tau)\right]=(\Delta^2+\omega^2)\sin(\omega\tau)e^{\tau\Delta}.$$

At a bosonic frequency $\cos\omega\beta=1$ and $\sin\omega\beta=0$. The cosine and sine integrals, each multiplied by $\Delta^2+\omega^2$, are therefore $\Delta(e^{\beta\Delta}-1)$ and $-\omega(e^{\beta\Delta}-1)$. The proof establishes the two derivatives as `hd` and applies the fundamental theorem of calculus.

```lean
/-- Cosine and sine transforms of `exp(τΔ)` at a bosonic frequency `ω`, each multiplied
by `Δ² + ω²`. -/
theorem pair_transforms {β : ℝ} (hβ : 0 < β) (Δ : ℝ) (n : ℕ) :
    (Δ ^ 2 + freq β n ^ 2) * pairTransform β Δ n = Δ * (Real.exp (β * Δ) - 1) ∧
    (Δ ^ 2 + freq β n ^ 2) * (∫ τ in (0 : ℝ)..β, Real.sin (freq β n * τ) * Real.exp (τ * Δ))
      = -freq β n * (Real.exp (β * Δ) - 1) := by
  have hc : Real.cos (freq β n * β) = 1 := by
    have h : freq β n * β = n * (2 * Real.pi) := by
      unfold freq
      rw [div_mul_cancel₀ _ hβ.ne']
      ring
    rw [h, Real.cos_nat_mul_two_pi]
  have hs : Real.sin (freq β n * β) = 0 := by
    have h := Real.sin_sq_add_cos_sq (freq β n * β)
    rw [hc] at h
    have h2 : Real.sin (freq β n * β) ^ 2 = 0 := by linarith
    exact pow_eq_zero_iff two_ne_zero |>.mp h2
  unfold pairTransform
  generalize freq β n = ω at *
  have h1 (τ : ℝ) : HasDerivAt (fun t : ℝ => Real.exp (t * Δ)) (Real.exp (τ * Δ) * Δ) τ :=
    (((hasDerivAt_id' τ).mul_const Δ).exp).congr_deriv (by simp)
  have h2 (τ : ℝ) : HasDerivAt (fun t : ℝ => Real.cos (ω * t)) (-Real.sin (ω * τ) * ω) τ :=
    (((hasDerivAt_id' τ).const_mul ω).cos).congr_deriv (by simp)
  have h3 (τ : ℝ) : HasDerivAt (fun t : ℝ => Real.sin (ω * t)) (Real.cos (ω * τ) * ω) τ :=
    (((hasDerivAt_id' τ).const_mul ω).sin).congr_deriv (by simp)
  -- explicit antiderivatives; the boundary terms simplify at a bosonic frequency
  constructor
  · have hd (τ : ℝ) : HasDerivAt
        (fun t : ℝ => Real.exp (t * Δ) * (Δ * Real.cos (ω * t) + ω * Real.sin (ω * t)))
        ((Δ ^ 2 + ω ^ 2) * (Real.cos (ω * τ) * Real.exp (τ * Δ))) τ :=
      ((h1 τ).fun_mul (((h2 τ).const_mul Δ).fun_add ((h3 τ).const_mul ω))).congr_deriv (by ring)
    rw [← intervalIntegral.integral_const_mul,
      intervalIntegral.integral_eq_sub_of_hasDerivAt (fun τ _ => hd τ)
        (Continuous.intervalIntegrable (by fun_prop) _ _), hc, hs]
    simp
    try ring
  · have hd (τ : ℝ) : HasDerivAt
        (fun t : ℝ => Real.exp (t * Δ) * (Δ * Real.sin (ω * t) + (-ω) * Real.cos (ω * t)))
        ((Δ ^ 2 + ω ^ 2) * (Real.sin (ω * τ) * Real.exp (τ * Δ))) τ :=
      ((h1 τ).fun_mul (((h3 τ).const_mul Δ).fun_add
        ((h2 τ).const_mul (-ω)))).congr_deriv (by ring)
    rw [← intervalIntegral.integral_const_mul,
      intervalIntegral.integral_eq_sub_of_hasDerivAt (fun τ _ => hd τ)
        (Continuous.intervalIntegrable (by fun_prop) _ _), hc, hs]
    simp
    try ring
```

For $\Delta=0$, the integral is $K_0(0)=\beta$, while $\omega_n^2K_n(0)=0$ forces $K_n(0)=0$ for $n\ne0$.

```lean
/-- A degenerate pair of levels has zero transform at every positive bosonic frequency. -/
theorem pairTransform_degenerate {β : ℝ} (hβ : 0 < β) {n : ℕ} (hn : n ≠ 0) :
    pairTransform β 0 n = 0 := by
  have h := (pair_transforms hβ 0 n).1
  have hω : freq β n ≠ 0 := by
    have h0 : (0 : ℝ) < n := by exact_mod_cast Nat.pos_of_ne_zero hn
    have hpi := Real.pi_pos
    unfold freq
    positivity
  have h' : freq β n ^ 2 * pairTransform β 0 n = 0 := by linarith
  exact (mul_eq_zero.mp h').resolve_left (pow_ne_zero 2 hω)
```

For $\Delta\neq0$,

$$K_n(\Delta)=\frac{\Delta(e^{\beta\Delta}-1)}{\Delta^2+\omega_n^2}.$$

Since $\beta>0$, both factors of the numerator have the same sign. The quotient is positive, and it strictly decreases because $\omega_n$ grows with $n$. Lean proves the numerator positive in `hN` and compares denominators; the private lemma then joins the cases $\Delta=0$ and $\Delta\ne0$.

```lean
/-- For two different energies the pair transform is positive and strictly decreasing
in the Matsubara index. -/
theorem pairTransform_pos_strictAnti {β Δ : ℝ} (hβ : 0 < β) (hΔ : Δ ≠ 0) :
    (∀ n, 0 < pairTransform β Δ n) ∧ StrictAnti (pairTransform β Δ) := by
  have hN : 0 < Δ * (Real.exp (β * Δ) - 1) := by
    rcases lt_or_gt_of_ne hΔ with h | h
    · have := Real.exp_lt_one_iff.mpr (mul_neg_of_pos_of_neg hβ h)
      exact mul_pos_of_neg_of_neg h (by linarith)
    · have := Real.one_lt_exp_iff.mpr (mul_pos hβ h)
      exact mul_pos h (by linarith)
  have hD (n : ℕ) : 0 < Δ ^ 2 + freq β n ^ 2 := by positivity
  have hK (n : ℕ) : pairTransform β Δ n =
      Δ * (Real.exp (β * Δ) - 1) / (Δ ^ 2 + freq β n ^ 2) := by
    rw [eq_div_iff (hD n).ne', mul_comm]
    exact (pair_transforms hβ Δ n).1
  refine ⟨fun n => by rw [hK]; exact div_pos hN (hD n), fun a b hab => ?_⟩
  have hpi := Real.pi_pos
  have hω : freq β a < freq β b := by
    have h : (a : ℝ) < b := by exact_mod_cast hab
    exact div_lt_div_of_pos_right (mul_lt_mul_of_pos_left h (by positivity)) hβ
  have h0 : 0 ≤ freq β a := by unfold freq; positivity
  rw [hK, hK]
  exact div_lt_div_of_pos_left hN (hD a) (by nlinarith)

private theorem pair_nonneg_antitone {β : ℝ} (hβ : 0 < β) (Δ : ℝ) :
    (∀ n, 0 ≤ pairTransform β Δ n) ∧ Antitone (pairTransform β Δ) := by
  by_cases hΔ : Δ = 0
  · subst hΔ
    have h0 (n : ℕ) : 0 ≤ pairTransform β 0 n := by
      by_cases hn : n = 0
      · subst hn
        simpa [pairTransform, freq] using hβ.le
      · exact (pairTransform_degenerate hβ hn).ge
    refine ⟨h0, fun a b hab => ?_⟩
    rcases hab.eq_or_lt with h | h
    · rw [h]
    · rw [pairTransform_degenerate hβ (by omega : b ≠ 0)]
      exact h0 a
  · have h := pairTransform_pos_strictAnti hβ hΔ
    exact ⟨fun n => (h.1 n).le, h.2.antitone⟩
```

For $\beta<0$ the numerator is negative and the sign of the susceptibility reverses. At odd multiples of $\pi/\beta$, the fermionic frequencies, the boundary cosine is $-1$ and this positivity argument fails.

## Gibbs weights: a real susceptibility

Thermal equilibrium is built into `gibbs`. It provides positive weights and detailed balance, $p_me^{\beta(E_m-E_k)}=p_k$.

```lean
omit [DecidableEq ι] in
private theorem gibbs_pos (β : ℝ) (E : ι → ℝ) (m : ι) : 0 < gibbs β E m :=
  div_pos (Real.exp_pos _) (Finset.sum_pos (fun _ _ => Real.exp_pos _) ⟨m, mem_univ m⟩)

omit [DecidableEq ι] in
/-- Detailed balance between the Gibbs weights of two levels. -/
theorem detailed_balance (β : ℝ) (E : ι → ℝ) (m k : ι) :
    gibbs β E m * Real.exp (β * (E m - E k)) = gibbs β E k := by
  unfold gibbs
  rw [div_mul_eq_mul_div, ← Real.exp_add]
  congr 2
  ring
```

Let $S_{mk}$ be the sine integral for $\Delta=E_m-E_k$. For $\omega_n\neq0$,

$$p_mS_{mk}=-\frac{\omega_n(p_k-p_m)}{(E_m-E_k)^2+\omega_n^2}=-p_kS_{km},$$

and for $\omega_n=0$ both sides vanish. As $|A_{mk}|^2$ is symmetric, the imaginary part cancels in the double sum, leaving

$$\chi_n=\sum_{m,k}p_m|A_{mk}|^2K_n(E_m-E_k).$$

The private lemma `integral_double_sum` exchanges the integral with the finite sums. In the theorem, `hanti` is the antisymmetry, and `hsin` swaps the summation indices to show that the sine sum equals its own negative.

```lean
omit [DecidableEq ι] in
private theorem integral_double_sum (β : ℝ) (w : ι → ι → ℝ) (g : ι → ι → ℝ → ℝ)
    (hg : ∀ m k, Continuous (g m k)) :
    ∫ τ in (0 : ℝ)..β, ∑ m, ∑ k, w m k * g m k τ =
      ∑ m, ∑ k, w m k * ∫ τ in (0 : ℝ)..β, g m k τ := by
  have hc (m k : ι) : Continuous fun τ => w m k * g m k τ := continuous_const.mul (hg m k)
  rw [intervalIntegral.integral_finsetSum]
  · refine Finset.sum_congr rfl fun m _ => ?_
    rw [intervalIntegral.integral_finsetSum]
    · exact Finset.sum_congr rfl fun k _ => intervalIntegral.integral_const_mul _ _
    · exact fun k _ => (hc m k).intervalIntegrable _ _
  · exact fun m _ => (continuous_finsetSum _ fun k _ => hc m k).intervalIntegrable _ _

/-- The susceptibility of a Hermitian observable is the real sum of the cosine transforms
of all pairs of levels, weighted by `p_m |A_mk|²`. -/
theorem susceptibility_eq_sum {β : ℝ} (hβ : 0 < β) (E : ι → ℝ) {A : Matrix ι ι ℂ}
    (hA : A.IsHermitian) (n : ℕ) : susceptibility β E A n =
      ((∑ m, ∑ k, gibbs β E m * ‖A m k‖ ^ 2 * pairTransform β (E m - E k) n : ℝ) : ℂ) := by
  let S : ι → ι → ℝ := fun m k =>
    ∫ τ in (0 : ℝ)..β, Real.sin (freq β n * τ) * Real.exp (τ * (E m - E k))
  -- detailed balance makes the sine part antisymmetric in the two levels
  have hanti (m k : ι) : gibbs β E m * S m k = -(gibbs β E k * S k m) := by
    have h1 : ((E m - E k) ^ 2 + freq β n ^ 2) * S m k = _ :=
      (pair_transforms hβ (E m - E k) n).2
    have h2 : ((E k - E m) ^ 2 + freq β n ^ 2) * S k m = _ :=
      (pair_transforms hβ (E k - E m) n).2
    have b1 := detailed_balance β E m k
    have b2 := detailed_balance β E k m
    by_cases hω : freq β n = 0
    · simp [S, hω]
    · have hD : (E m - E k) ^ 2 + freq β n ^ 2 ≠ 0 := by positivity
      apply mul_left_cancel₀ hD
      linear_combination gibbs β E m * h1 + gibbs β E k * h2 - freq β n * b1 - freq β n * b2
  have hsin : ∑ m, ∑ k, gibbs β E m * ‖A m k‖ ^ 2 * S m k = 0 := by
    have h : ∑ m, ∑ k, gibbs β E m * ‖A m k‖ ^ 2 * S m k =
        -∑ m, ∑ k, gibbs β E m * ‖A m k‖ ^ 2 * S m k := by
      conv_lhs => rw [Finset.sum_comm]
      simp only [← Finset.sum_neg_distrib]
      refine Finset.sum_congr rfl fun m _ => Finset.sum_congr rfl fun k _ => ?_
      have hn : ‖A k m‖ = ‖A m k‖ := by rw [← hA.apply k m, norm_star]
      rw [hn]
      linear_combination ‖A m k‖ ^ 2 * hanti k m
    linarith
  have hf (c τ : ℝ) :
      ∑ m, ∑ k, gibbs β E m * ‖A m k‖ ^ 2 * (c * Real.exp (τ * (E m - E k))) =
      c * ∑ m, ∑ k, gibbs β E m * ‖A m k‖ ^ 2 * Real.exp (τ * (E m - E k)) := by
    simp only [Finset.mul_sum]
    exact Finset.sum_congr rfl fun m _ => Finset.sum_congr rfl fun k _ => by ring
  have hint (τ : ℝ) :
      Complex.exp (((freq β n * τ : ℝ) : ℂ) * Complex.I) * correlation β E A τ =
      ((∑ m, ∑ k, gibbs β E m * ‖A m k‖ ^ 2 *
        (Real.cos (freq β n * τ) * Real.exp (τ * (E m - E k))) : ℝ) : ℂ) +
      ((∑ m, ∑ k, gibbs β E m * ‖A m k‖ ^ 2 *
        (Real.sin (freq β n * τ) * Real.exp (τ * (E m - E k))) : ℝ) : ℂ) * Complex.I := by
    rw [correlation_lehmann β E hA, Complex.exp_mul_I, ← Complex.ofReal_cos,
      ← Complex.ofReal_sin, hf (Real.cos (freq β n * τ)) τ, hf (Real.sin (freq β n * τ)) τ,
      Complex.ofReal_mul, Complex.ofReal_mul (Real.sin (freq β n * τ))]
    ring
  have hC := integral_double_sum β (fun m k => gibbs β E m * ‖A m k‖ ^ 2)
    (fun m k τ => Real.cos (freq β n * τ) * Real.exp (τ * (E m - E k)))
    (fun m k => by fun_prop)
  have hS := integral_double_sum β (fun m k => gibbs β E m * ‖A m k‖ ^ 2)
    (fun m k τ => Real.sin (freq β n * τ) * Real.exp (τ * (E m - E k)))
    (fun m k => by fun_prop)
  have hS0 := hS.trans hsin
  unfold susceptibility
  simp only [hint]
  rw [intervalIntegral.integral_add, intervalIntegral.integral_mul_const,
    intervalIntegral.integral_ofReal, intervalIntegral.integral_ofReal, hS0, hC]
  · simp [pairTransform]
  · exact Continuous.intervalIntegrable (by fun_prop) _ _
  · exact Continuous.intervalIntegrable (by fun_prop) _ _
```

With non-thermal weights the cancellation can fail: in a two-level system with different energies, if only one level is occupied and $A$ connects the two, $\chi_n$ has a non-zero imaginary part for $n\ne0$.

Every coefficient $p_m|A_{mk}|^2$ is non-negative, so the sign and ordering of the $K_n$ pass to the sum term by term. The theorem states that the imaginary part is zero, the real part is non-negative, and the real part is `Antitone` in $n$.

```lean
/-- The Matsubara susceptibility of a Hermitian observable is real, non-negative and
non-increasing in the Matsubara index. -/
theorem susceptibility_nonneg_antitone {β : ℝ} (hβ : 0 < β) (E : ι → ℝ)
    {A : Matrix ι ι ℂ} (hA : A.IsHermitian) :
    (∀ n, (susceptibility β E A n).im = 0 ∧ 0 ≤ (susceptibility β E A n).re) ∧
      Antitone fun n => (susceptibility β E A n).re := by
  have hw (m k : ι) : 0 ≤ gibbs β E m * ‖A m k‖ ^ 2 :=
    mul_nonneg (gibbs_pos β E m).le (sq_nonneg _)
  simp only [susceptibility_eq_sum hβ E hA, Complex.ofReal_re, Complex.ofReal_im]
  refine ⟨fun n => ⟨trivial, ?_⟩, fun a b hab => ?_⟩
  · exact Finset.sum_nonneg fun m _ => Finset.sum_nonneg fun k _ =>
      mul_nonneg (hw m k) ((pair_nonneg_antitone hβ _).1 n)
  · exact Finset.sum_le_sum fun m _ => Finset.sum_le_sum fun k _ =>
      mul_le_mul_of_nonneg_left ((pair_nonneg_antitone hβ _).2 hab) (hw m k)
```

## Commutation with H: strict decrease or zero

The extra hypothesis `hne` says that $A$ is not conserved. The $(m,k)$ entry of $HA-AH$ is $(E_m-E_k)A_{mk}$, so some non-zero $A_{mk}$ connects different energies. Its term has positive weight and strictly decreases, while no other term increases. Lean extracts this pair by contradiction and concludes with `Finset.sum_lt_sum`.

```lean
/-- If the observable does not commute with the Hamiltonian, its susceptibility is strictly
decreasing in the Matsubara index. -/
theorem susceptibility_strictAnti {β : ℝ} (hβ : 0 < β) (E : ι → ℝ) {A : Matrix ι ι ℂ}
    (hA : A.IsHermitian) (hne : hamiltonian E * A ≠ A * hamiltonian E) :
    StrictAnti fun n => (susceptibility β E A n).re := by
  -- some matrix element connects two different energies
  obtain ⟨m, k, hE, h0⟩ : ∃ m k, E m ≠ E k ∧ A m k ≠ 0 := by
    by_contra h
    apply hne
    ext m k
    simp only [hamiltonian, Matrix.diagonal_mul, Matrix.mul_diagonal]
    by_cases e : E m = E k
    · rw [e]
      exact mul_comm _ _
    · have hz : A m k = 0 := by
        by_contra h0
        exact h ⟨m, k, e, h0⟩
      simp [hz]
  intro a b hab
  simp only [susceptibility_eq_sum hβ E hA, Complex.ofReal_re]
  have hle (i j : ι) : gibbs β E i * ‖A i j‖ ^ 2 * pairTransform β (E i - E j) b ≤
      gibbs β E i * ‖A i j‖ ^ 2 * pairTransform β (E i - E j) a :=
    mul_le_mul_of_nonneg_left ((pair_nonneg_antitone hβ _).2 hab.le)
      (mul_nonneg (gibbs_pos β E i).le (sq_nonneg _))
  refine Finset.sum_lt_sum (fun i _ => Finset.sum_le_sum fun j _ => hle i j)
    ⟨m, mem_univ m, Finset.sum_lt_sum (fun j _ => hle m j) ⟨k, mem_univ k, ?_⟩⟩
  exact mul_lt_mul_of_pos_left
    ((pairTransform_pos_strictAnti hβ (sub_ne_zero.mpr hE)).2 hab)
    (mul_pos (gibbs_pos β E m) (pow_pos (norm_pos_iff.mpr h0) 2))
```

If $A$ does commute with $H$, every $A_{mk}$ between different energies is zero, and the remaining pairs have $K_n(0)=0$ for $n\neq0$. Strict decrease is then replaced by $\chi_n=0$ at every non-zero frequency. The proof makes the same split on `E m = E k`.

```lean
/-- If the observable commutes with the Hamiltonian, its susceptibility vanishes at every positive
Matsubara frequency. -/
theorem susceptibility_conserved {β : ℝ} (hβ : 0 < β) (E : ι → ℝ) {A : Matrix ι ι ℂ}
    (hA : A.IsHermitian) (hcomm : hamiltonian E * A = A * hamiltonian E)
    {n : ℕ} (hn : n ≠ 0) : susceptibility β E A n = 0 := by
  rw [susceptibility_eq_sum hβ E hA, Complex.ofReal_eq_zero]
  refine Finset.sum_eq_zero fun m _ => Finset.sum_eq_zero fun k _ => ?_
  by_cases e : E m = E k
  · rw [e, sub_self, pairTransform_degenerate hβ hn, mul_zero]
  · have h := congrFun (congrFun hcomm m) k
    simp only [hamiltonian, Matrix.diagonal_mul, Matrix.mul_diagonal] at h
    have hz : ((E m : ℂ) - E k) * A m k = 0 := by linear_combination h
    have hd : (E m : ℂ) - E k ≠ 0 := sub_ne_zero.mpr (by exact_mod_cast e)
    simp [(mul_eq_zero.mp hz).resolve_left hd]

end

end BosonicSusceptibility
```

```lean
#print axioms BosonicSusceptibility.susceptibility_nonneg_antitone
#print axioms BosonicSusceptibility.susceptibility_strictAnti
#print axioms BosonicSusceptibility.susceptibility_conserved
```

```
'BosonicSusceptibility.susceptibility_nonneg_antitone' depends on axioms: [propext, Classical.choice, Quot.sound]
'BosonicSusceptibility.susceptibility_strictAnti' depends on axioms: [propext, Classical.choice, Quot.sound]
'BosonicSusceptibility.susceptibility_conserved' depends on axioms: [propext, Classical.choice, Quot.sound]
```
